# With a fixed, time-reversal-invariant no-pair projector, a time-odd linear coupling never raises the lowest level of a time-even Hamiltonian

In relativistic calculations, a no-pair projector \(P\) keeps the electronic states of a chosen Dirac Hamiltonian and removes its negative-energy states. The lowest level of a projected Hamiltonian \(PHP\) has to be sought among states in the range of \(P\). As a matrix on the whole space, \(PHP\) also annihilates every vector that \(P\) removes. If all electronic levels are positive, these spurious zeros would lie below them. A no-pair level is therefore defined here as a real number \(E\) with an eigenvector \(x\neq 0\) that satisfies \(Px=x\) as well as \(PHPx=Ex\).

The setting is a finite orthonormal basis indexed by `n`. Operators are complex matrices and states are complex vectors.

In Lean 4 with Mathlib:

```lean
import Mathlib

open Matrix

namespace NoPairDiamagnetism

noncomputable section

variable {n : Type*} [Fintype n] [DecidableEq n]
```

## Energies, time reversal and levels

For a state \(x\), not necessarily normalised, write

\[
\langle M\rangle_x=\operatorname{Re}\,x^\dagger M x,\qquad N(x)=\langle 1\rangle_x=x^\dagger x .
\]

The physical expectation value of a Hermitian \(M\) is \(\langle M\rangle_x/N(x)\).

```lean
/-- The real part of `x* M x`; for Hermitian `M` this is the unnormalised expectation value of `M`
in the state `x`. -/
def expect (M : Matrix n n ℂ) (x : n → ℂ) : ℝ := (star x ⬝ᵥ M *ᵥ x).re
```

Time reversal acts on states as \(\theta x=U\bar x\), with \(U\) unitary and the bar denoting complex conjugation. On operators it acts as \(M\mapsto U\bar M U^\dagger\). An operator is even if this returns \(M\) and odd if it returns \(-M\).

```lean
/-- The time-reversed operator `U conj(M) U*`. -/
def timeReverse (U M : Matrix n n ℂ) : Matrix n n ℂ := U * M.map (starRingEnd ℂ) * Uᴴ
```

The levels form a set of real numbers, and "lowest level" will mean the least element of that set.

```lean
/-- The no-pair levels: real eigenvalues of `P H P` with an eigenvector in the range of the
projector `P`. -/
def noPairLevels (P H : Matrix n n ℂ) : Set ℝ :=
  {E | ∃ x : n → ℂ, x ≠ 0 ∧ P *ᵥ x = x ∧ (P * H * P) *ᵥ x = (E : ℂ) • x}
```

## The variational principle on the range of the projector

The overlaps \(a^\dagger b\) and \(b^\dagger a\) are complex conjugates, so their real parts agree.

```lean
omit [DecidableEq n] in
/-- Exchanging the two states leaves the real part of their overlap unchanged. -/
theorem re_overlap_comm (a b : n → ℂ) : (star a ⬝ᵥ b).re = (star b ⬝ᵥ a).re := by
  simp only [dotProduct, Complex.re_sum, Pi.star_apply, Complex.star_def, Complex.mul_re,
    Complex.conj_re, Complex.conj_im]
  exact Finset.sum_congr rfl fun i _ => by ring
```

The squared norm is \(N(x)=\sum_i|x_i|^2\), which is positive as soon as one component is nonzero.

```lean
/-- A nonzero state has positive squared norm. -/
theorem expect_one_pos {x : n → ℂ} (hx : x ≠ 0) : 0 < expect 1 x := by
  have h : expect 1 x = ∑ i, ‖x i‖ ^ 2 := by
    simp only [expect, Matrix.one_mulVec, dotProduct, Complex.re_sum, Pi.star_apply,
      Complex.star_def, Complex.mul_re, Complex.conj_re, Complex.conj_im]
    exact Finset.sum_congr rfl fun i _ => by
      rw [Complex.sq_norm, Complex.normSq_apply]; ring
  obtain ⟨i, hi⟩ := Function.ne_iff.mp hx
  rw [h]
  exact Finset.sum_pos' (fun j _ => by positivity)
    ⟨i, Finset.mem_univ i, pow_pos (norm_pos_iff.mpr hi) 2⟩
```

Let \(K\) be Hermitian and \(t\) real. Expanding the energy of \(x+tr\) gives two cross terms, \(t\,r^\dagger Kx\) and \(t\,x^\dagger Kr=t\,(Kx)^\dagger r\), with equal real parts. Hence

\[
\langle K\rangle_{x+tr}=\langle K\rangle_x+2t\operatorname{Re}\,r^\dagger Kx+t^2\langle K\rangle_r .
\]

```lean
omit [DecidableEq n] in
/-- Second-order expansion of the expectation value of a Hermitian matrix when the state `x` is
varied by a real multiple of `r`. -/
theorem expect_variation {K : Matrix n n ℂ} (hK : K.IsHermitian) (x r : n → ℂ) (t : ℝ) :
    expect K (x + (t : ℂ) • r) =
      expect K x + 2 * t * (star r ⬝ᵥ K *ᵥ x).re + t ^ 2 * expect K r := by
  have h : (star x ⬝ᵥ K *ᵥ r).re = (star r ⬝ᵥ K *ᵥ x).re := by
    have h' : star x ᵥ* K = star (K *ᵥ x) := by rw [Matrix.star_mulVec, hK.eq]
    rw [Matrix.dotProduct_mulVec (star x) K r, h', re_overlap_comm]
  simp only [expect, star_add, star_smul, Matrix.mulVec_add, Matrix.mulVec_smul,
    add_dotProduct, dotProduct_add, smul_dotProduct, dotProduct_smul, smul_eq_mul,
    Complex.star_def, Complex.conj_ofReal, Complex.add_re, Complex.re_ofReal_mul]
  linear_combination t * h
```

If \(Px=x\), \(Py=y\) and \(P^\dagger=P\), the outer projectors can be absorbed into the states:

\[
y^\dagger PHPx=(Py)^\dagger H(Px)=y^\dagger Hx .
\]

```lean
omit [DecidableEq n] in
/-- Between states left unchanged by a Hermitian `P`, the matrix elements of `P H P` and `H`
agree. -/
theorem projected_element {P : Matrix n n ℂ} (hP : P.IsHermitian) (H : Matrix n n ℂ)
    {x y : n → ℂ} (hx : P *ᵥ x = x) (hy : P *ᵥ y = y) :
    star y ⬝ᵥ (P * H * P) *ᵥ x = star y ⬝ᵥ H *ᵥ x := by
  have h : star y ᵥ* P = star y := by
    have h' := congrArg star hy
    rwa [Matrix.star_mulVec, hP.eq] at h'
  rw [← Matrix.mulVec_mulVec, hx, ← Matrix.mulVec_mulVec,
    Matrix.dotProduct_mulVec (star y) P, h]
```

Now minimise \(\langle H\rangle_x/N(x)\) over the range of \(P\). The quotient does not change when \(x\) is rescaled, so a unit sphere suffices. Its intersection with the range is compact, and it is nonempty because \(P\neq0\) has a nonzero column, which \(P^2=P\) places in the range. A minimiser \(x\) therefore exists. Call the minimum \(\mu\) (`m` in the code); then

\[
\mu N(y)\le\langle H\rangle_y\quad\text{whenever }Py=y .
\]

To see that \(x\) is an eigenvector, take the residual \(r=PHPx-\mu x\). It satisfies \(Pr=r\), and the previous identity gives

\[
N(r)=\operatorname{Re}\,r^\dagger Hx-\mu\operatorname{Re}\,r^\dagger x .
\]

Insert \(x+tr\) as a trial state, expand both sides, and use \(\langle H\rangle_x=\mu N(x)\):

\[
0\le 2t\,N(r)+t^2\bigl(\langle H\rangle_r-\mu N(r)\bigr)\quad\text{for all real }t .
\]

A quadratic that is never negative has discriminant at most zero, so \(4N(r)^2\le0\) and \(r=0\). Thus \(\mu\) is a level. Any other level \(E\), with eigenvector \(y\), obeys \(EN(y)=\langle H\rangle_y\ge\mu N(y)\), so \(E\ge\mu\).

In the code, `var` is the variational bound, `hg` the formula for \(N(r)\), and `hd` the discriminant inequality. The sphere there belongs to the maximum norm on components, which the scale invariance of the quotient makes harmless.

```lean
/-- Variational principle: for Hermitian `H` and a nonzero orthogonal projector `P` a lowest
no-pair level exists, and it bounds the energy of every trial state in the range of `P`. -/
theorem exists_lowest_level {P H : Matrix n n ℂ} (hH : H.IsHermitian) (hP : P.IsHermitian)
    (hPP : P * P = P) (hP0 : P ≠ 0) :
    ∃ E, IsLeast (noPairLevels P H) E ∧
      ∀ y, P *ᵥ y = y → E * expect 1 y ≤ expect H y := by
  have cont : ∀ M : Matrix n n ℂ, Continuous (expect M) := fun M => by
    unfold expect
    simp only [dotProduct, Matrix.mulVec, Pi.star_apply]
    fun_prop
  have scale : ∀ (M : Matrix n n ℂ) (c : ℝ) (y : n → ℂ),
      expect M ((c : ℂ) • y) = c ^ 2 * expect M y := fun M c y => by
    simp only [expect, star_smul, Matrix.mulVec_smul, smul_dotProduct, dotProduct_smul,
      smul_eq_mul, Complex.star_def, Complex.conj_ofReal, Complex.re_ofReal_mul]
    ring
  -- minimise the Rayleigh quotient on a compact sphere in the range of P
  let S : Set (n → ℂ) := {x | P *ᵥ x = x} ∩ Metric.sphere 0 1
  have hS : IsCompact S := (isCompact_sphere 0 1).inter_left
    (isClosed_eq (by unfold Matrix.mulVec dotProduct; fun_prop) continuous_id)
  have ne0 : ∀ y ∈ S, y ≠ 0 := by
    rintro y hy rfl
    simpa using hy.2
  have unit : ∀ y, P *ᵥ y = y → y ≠ 0 → ((‖y‖⁻¹ : ℝ) : ℂ) • y ∈ S := fun y hy hy0 =>
    ⟨by simp only [Set.mem_ofPred_eq, Matrix.mulVec_smul, hy], by
      rw [mem_sphere_zero_iff_norm, norm_smul, Complex.norm_real, norm_inv, norm_norm,
        inv_mul_cancel₀ (norm_ne_zero_iff.mpr hy0)]⟩
  have hne : S.Nonempty := by
    by_contra hS0
    apply hP0
    ext i j
    have hz : P *ᵥ Pi.single j 1 = 0 := by
      by_contra h
      exact hS0 ⟨_, unit _ (by rw [Matrix.mulVec_mulVec, hPP]) h⟩
    simpa using congrFun hz i
  obtain ⟨x, hxS, hmin⟩ := hS.exists_isMinOn hne ((cont H).continuousOn.div
    (cont 1).continuousOn fun y hy => (expect_one_pos (ne0 y hy)).ne')
  have hx : P *ᵥ x = x := hxS.1
  have hx0 := ne0 x hxS
  obtain ⟨m, hm⟩ : ∃ m, m = expect H x / expect 1 x := ⟨_, rfl⟩
  have var : ∀ y, P *ᵥ y = y → m * expect 1 y ≤ expect H y := fun y hy => by
    by_cases hy0 : y = 0
    · simp [hy0, expect]
    have h : expect H x / expect 1 x ≤ expect H (((‖y‖⁻¹ : ℝ) : ℂ) • y) /
      expect 1 (((‖y‖⁻¹ : ℝ) : ℂ) • y) := hmin (unit y hy hy0)
    rwa [scale, scale, mul_div_mul_left _ _
      (pow_ne_zero 2 (inv_ne_zero (norm_ne_zero_iff.mpr hy0))), ← hm,
      le_div_iff₀ (expect_one_pos hy0)] at h
  rw [eq_div_iff (expect_one_pos hx0).ne'] at hm
  refine ⟨m, ⟨⟨x, hx0, hx, ?_⟩, ?_⟩, var⟩
  · -- vary the minimiser along its residual r, which must then vanish
    obtain ⟨r, hr⟩ : ∃ r, r = (P * H * P) *ᵥ x - (m : ℂ) • x := ⟨_, rfl⟩
    have hPr : P *ᵥ r = r := by
      rw [hr, Matrix.mulVec_sub, Matrix.mulVec_smul, hx, Matrix.mulVec_mulVec,
        ← Matrix.mul_assoc, ← Matrix.mul_assoc, hPP]
    have hg : expect 1 r = (star r ⬝ᵥ H *ᵥ x).re - m * (star r ⬝ᵥ x).re := by
      have h : star r ⬝ᵥ r = star r ⬝ᵥ ((P * H * P) *ᵥ x - (m : ℂ) • x) := congrArg _ hr
      rw [expect, Matrix.one_mulVec, h, dotProduct_sub, dotProduct_smul,
        projected_element hP H hx hPr, smul_eq_mul, Complex.sub_re, Complex.re_ofReal_mul]
    have hd := discrim_le_zero (a := expect H r - m * expect 1 r) (b := 2 * expect 1 r)
      (c := 0) fun t => by
        have h := var (x + (t : ℂ) • r)
          (by rw [Matrix.mulVec_add, Matrix.mulVec_smul, hx, hPr])
        rw [expect_variation hH, expect_variation Matrix.isHermitian_one,
          Matrix.one_mulVec] at h
        linear_combination h - 2 * t * hg - hm
    have hr0 : r = 0 := by
      by_contra h
      have := expect_one_pos h
      unfold discrim at hd
      nlinarith
    exact sub_eq_zero.mp (hr.symm.trans hr0)
  · rintro E ⟨y, hy0, hy, hE⟩
    have h : expect H y = E * expect 1 y := by
      rw [expect, ← projected_element hP H hy hy, hE, dotProduct_smul, smul_eq_mul,
        Complex.re_ofReal_mul, expect, Matrix.one_mulVec]
    exact le_of_mul_le_mul_right ((var y hy).trans_eq h) (expect_one_pos hy0)
```

## The time-reversed state

Since \(U^\dagger U=1\),

\[
(U\bar MU^\dagger)(U\bar x)=U\,\overline{Mx},
\qquad
(U\bar x)^\dagger U\,\overline{Mx}=\overline{x^\dagger Mx}.
\]

The first identity carries operator equations over to the reversed state. The second shows that the real part of the expectation value survives when state and operator are reversed together.

```lean
/-- For unitary `U`, the time-reversed operator acts on the time-reversed state `U conj(x)` as the
time reverse of `M x`, and the real part of the expectation value is preserved. -/
theorem timeReverse_state {U : Matrix n n ℂ} (hU : U ∈ Matrix.unitaryGroup n ℂ)
    (M : Matrix n n ℂ) (x : n → ℂ) :
    timeReverse U M *ᵥ (U *ᵥ star x) = U *ᵥ star (M *ᵥ x) ∧
      expect (timeReverse U M) (U *ᵥ star x) = expect M x := by
  have hUU : Uᴴ * U = 1 := Matrix.mem_unitaryGroup_iff'.mp hU
  have hc : M.map (starRingEnd ℂ) *ᵥ star x = star (M *ᵥ x) := by
    ext i
    simp [Matrix.mulVec, dotProduct]
  have h1 : timeReverse U M *ᵥ (U *ᵥ star x) = U *ᵥ star (M *ᵥ x) := by
    rw [timeReverse, Matrix.mulVec_mulVec, Matrix.mul_assoc, hUU, Matrix.mul_one,
      ← Matrix.mulVec_mulVec, hc]
  refine ⟨h1, ?_⟩
  rw [expect, h1, Matrix.star_mulVec, star_star, Matrix.dotProduct_mulVec,
    Matrix.vecMul_vecMul, hUU, Matrix.vecMul_one, dotProduct_comm]
  exact re_overlap_comm _ _
```

## The field cannot raise the lowest level

The Hamiltonian in the field is \(H_0+AJ\). Here \(H_0\) is the field-free Hamiltonian, \(J\) is the coupling to a vector potential of fixed shape, and the real number \(A\) is its amplitude. The Dirac Hamiltonian is linear in the vector potential, and its current coupling is odd under time reversal.

The hypotheses translate as follows:

- `hH` and `hJ` make \(H_0\) and \(J\) Hermitian, and `hU` makes \(U\) unitary.
- `hHT` says that \(H_0\) is even, and `hJT` that \(J\) is odd.
- `hP`, `hPP` and `hP0` make \(P\) a nonzero orthogonal projector.
- `hPT` says that \(P\) is time-reversal invariant. The same \(P\) appears with and without the field.

The conclusion is that the lowest levels \(E_0\) of \(H_0\) and \(E_A\) of \(H_0+AJ\), both taken in the range of \(P\), exist and satisfy \(E_A\le E_0\).

For the proof, let \(x\) be a field-free lowest state, so \(\langle H_0\rangle_x=E_0N(x)\). Its partner \(\theta x\) stays in the range, since \(P\theta x=\theta(Px)=\theta x\). It also satisfies

\[
N(\theta x)=N(x),\qquad \langle H_0\rangle_{\theta x}=\langle H_0\rangle_x,\qquad \langle J\rangle_{\theta x}=-\langle J\rangle_x .
\]

Used as trial states in the field, the two partners give

\[
E_AN(x)\le E_0N(x)+A\langle J\rangle_x,\qquad
E_AN(x)\le E_0N(x)-A\langle J\rangle_x .
\]

Averaging removes the linear terms, and division by \(N(x)>0\) leaves \(E_A\le E_0\). In the code, `pT`, `nT`, `hT` and `jT` hold the properties of the partner, `v1` and `v2` are the two trial bounds, and the last `linear_combination` averages them.

```lean
/-- Let `H₀` be Hermitian and even, `J` Hermitian and odd under time reversal with unitary `U`, and
`P` a nonzero time-reversal invariant orthogonal projector. Then the lowest no-pair level of
`H₀ + A J` never exceeds that of `H₀`, for any real `A`. -/
theorem no_pair_no_diamagnetism {H₀ J P U : Matrix n n ℂ} (hH : H₀.IsHermitian)
    (hJ : J.IsHermitian) (hU : U ∈ Matrix.unitaryGroup n ℂ) (hHT : timeReverse U H₀ = H₀)
    (hJT : timeReverse U J = -J) (hP : P.IsHermitian) (hPP : P * P = P) (hP0 : P ≠ 0)
    (hPT : timeReverse U P = P) (A : ℝ) :
    ∃ E₀ E_A, IsLeast (noPairLevels P H₀) E₀ ∧
      IsLeast (noPairLevels P (H₀ + (A : ℂ) • J)) E_A ∧ E_A ≤ E₀ := by
  have hAJ : ((A : ℂ) • J).IsHermitian := by
    rw [Matrix.IsHermitian, Matrix.conjTranspose_smul, hJ.eq, Complex.star_def,
      Complex.conj_ofReal]
  obtain ⟨E₀, h0, -⟩ := exists_lowest_level hH hP hPP hP0
  obtain ⟨E_A, hA, var⟩ := exists_lowest_level (hH.add hAJ) hP hPP hP0
  refine ⟨E₀, E_A, h0, hA, ?_⟩
  obtain ⟨x, hx0, hx, hE⟩ := h0.1
  have e0 : expect H₀ x = E₀ * expect 1 x := by
    rw [expect, ← projected_element hP H₀ hx hx, hE, dotProduct_smul, smul_eq_mul,
      Complex.re_ofReal_mul, expect, Matrix.one_mulVec]
  have lin : ∀ y, expect (H₀ + (A : ℂ) • J) y = expect H₀ y + A * expect J y := fun y => by
    simp only [expect, Matrix.add_mulVec, Matrix.smul_mulVec, dotProduct_add,
      dotProduct_smul, smul_eq_mul, Complex.add_re, Complex.re_ofReal_mul]
  -- the time-reversed partner carries the opposite current
  have t1 : timeReverse U 1 = 1 := by
    rw [timeReverse, Matrix.map_one _ (map_zero _) (map_one _), mul_one]
    exact Matrix.mem_unitaryGroup_iff.mp hU
  have pT := (timeReverse_state hU P x).1
  have nT := (timeReverse_state hU 1 x).2
  have hT := (timeReverse_state hU H₀ x).2
  have jT := (timeReverse_state hU J x).2
  rw [hPT, hx] at pT
  rw [t1] at nT
  rw [hHT] at hT
  have neg : expect (-J) (U *ᵥ star x) = -expect J (U *ᵥ star x) := by
    simp only [expect, Matrix.neg_mulVec, dotProduct_neg, Complex.neg_re]
  rw [hJT, neg] at jT
  -- both partners are trial states in the field; the linear terms cancel
  have v1 := var x hx
  have v2 := var _ pT
  rw [lin] at v1 v2
  rw [nT, hT] at v2
  refine le_of_mul_le_mul_right ?_ (expect_one_pos hx0)
  linear_combination (v1 + v2) / 2 + e0 - A / 2 * jT
```

For a one-electron Dirac calculation with a time-even field-free Hamiltonian and a finite, field-independent basis, this means that a frozen, time-reversal-invariant no-pair projector rules out a diamagnetic rise of the lowest level. The theorem does not address projectors or basis functions that change with \(A\), Hamiltonians with a term quadratic in \(A\), or self-consistent potentials that respond to the field. It also concerns only the lowest level, not higher levels or sums over occupied ones.

## A two-level Dirac model

The hypotheses are met by a Dirac particle in one dimension at zero momentum, with mass parameter \(m\) in energy units. Its field-free Hamiltonian is \(H_0=m\sigma_z\).

```lean
/-- The Pauli matrix `σz`. -/
def sigmaZ : Matrix (Fin 2) (Fin 2) ℂ := !![1, 0; 0, -1]
```

A uniform vector potential couples through \(J=\sigma_x\), with the charge and the speed of light absorbed into the amplitude \(A\). For a particle on a ring it represents a magnetic flux through the ring.

```lean
/-- The Pauli matrix `σx`. -/
def sigmaX : Matrix (Fin 2) (Fin 2) ℂ := !![0, 1; 1, 0]
```

The projector keeps the upper component, which is the positive-energy state when \(m>0\).

```lean
/-- The projector on the upper component. -/
def upper : Matrix (Fin 2) (Fin 2) ℂ := !![1, 0; 0, 0]
```

Take \(U=\sigma_z\). All the matrices are real, so conjugation does nothing, and time reversal reduces to \(M\mapsto\sigma_zM\sigma_z\). This leaves \(m\sigma_z\) and the diagonal projector unchanged and turns \(\sigma_x\) into \(-\sigma_x\). The theorem below verifies every hypothesis for each real \(m\), entry by entry.

```lean
/-- The two-level Dirac model, with `H₀ = m σz`, `J = σx`, `U = σz` and the upper-component
projector, meets all hypotheses of `no_pair_no_diamagnetism`. -/
theorem no_pair_witness (m : ℝ) :
    ((m : ℂ) • sigmaZ).IsHermitian ∧ sigmaX.IsHermitian ∧
      sigmaZ ∈ Matrix.unitaryGroup (Fin 2) ℂ ∧
      timeReverse sigmaZ ((m : ℂ) • sigmaZ) = (m : ℂ) • sigmaZ ∧
      timeReverse sigmaZ sigmaX = -sigmaX ∧ upper.IsHermitian ∧ upper * upper = upper ∧
      upper ≠ 0 ∧ timeReverse sigmaZ upper = upper := by
  refine ⟨?_, ?_, Matrix.mem_unitaryGroup_iff.mpr ?_, ?_, ?_, ?_, ?_,
    fun h => by simpa [upper] using congrFun (congrFun h 0) 0, ?_⟩ <;>
  refine Matrix.ext fun i j => ?_ <;>
  fin_cases i <;> fin_cases j <;>
  simp [timeReverse, sigmaZ, sigmaX, upper, Matrix.mul_apply, Matrix.vecMul, dotProduct,
    Fin.sum_univ_succ, Matrix.star_apply, Matrix.conjTranspose_apply]

end

end NoPairDiamagnetism
```

Multiplying out \(P(m\sigma_z+A\sigma_x)P=mP\) shows that the single level in the range of \(P\) sits at \(m\) for every \(A\), so in this model the inequality is an equality. The full matrix \(m\sigma_z+A\sigma_x\) has the eigenvalues \(\pm\sqrt{m^2+A^2}\). For \(m>0\), a projector that follows the field would therefore give the level \(\sqrt{m^2+A^2}\), which rises with \(|A|\); the frozen projector misses this diamagnetic rise.

```lean
#print axioms NoPairDiamagnetism.no_pair_no_diamagnetism
-- 'NoPairDiamagnetism.no_pair_no_diamagnetism' depends on axioms: [propext, Classical.choice, Quot.sound]
```
